# Symmetric Guesses Give Symmetric Iterates, and Broken Solutions Share Their Energy with Their Images

How much of coupled-cluster theory must a statement about symmetry contain? Here it contains no Hamiltonian, no cluster operator and no reference determinant. The amplitudes are the points t of a real vector space V, a group G acts on V by additive maps, and the amplitude equations are R(t) = 0 for some map R from V to V. Symmetry enters as an assumption on R:

R(gt) = g R(t) for every g in G and t in V.

Physically, g is a unitary transformation of the spin orbitals, such as a reflection of the molecule or a spin flip, and the condition stands for a Hamiltonian that commutes with g and a reference determinant that g maps to itself up to a phase. Transforming the amplitudes then transforms the projected equations in the same way. The energy E, a real function on V, satisfies E(gt) = E(t) for the same reason. If the reference determinant itself breaks a symmetry, that symmetry does not belong in G. The broken solutions considered below are therefore broken in their amplitudes, on top of a symmetric reference.

## Invariant iterates and the orbit of a solution

Let M be a linear map on V, the preconditioner, with M(gt) = g M(t). In a coupled-cluster program M is usually division by orbital-energy differences, and it commutes with G when the Fock operator does. Starting from t₀, the iteration is

tₙ₊₁ = tₙ − M R(tₙ).

There are two claims. If gt₀ = t₀ for all g, then gtₙ = tₙ for all g and n. If G is finite and R(t) = 0, then t belongs to a set of card(G)/card(S) distinct solutions of equal energy, where S is the stabilizer of t, the subgroup of all g with gt = t.

For the first claim, apply g to one update:

g(t − M R(t)) = gt − g M R(t) = gt − M(g R(t)) = gt − M R(gt).

Updating and then transforming is the same as transforming and then updating. If gtₙ = tₙ, the right-hand side at t = tₙ is tₙ − M R(tₙ) = tₙ₊₁, so gtₙ₊₁ = tₙ₊₁, and induction does the rest. The argument uses one g at a time, so a guess with only some of the symmetries keeps those.

For the second claim, let R(t) = 0. Then

R(gt) = g R(t) = g0 = 0 and E(gt) = E(t),

so every image of t is a solution with the same energy. To count the distinct images, note that gt = ht holds exactly when h⁻¹g lies in S, that is, when g lies in the coset hS. Each image is thus produced by card(S) group elements, and

(number of images) · card(S) = card(G).

An invariant solution has S = G and stands alone; any other has at least one partner. The equations may also have solutions that are not images of t, and the count says nothing about those.

## Limits and Newton steps

Suppose that tₙ converges to t, that R is continuous at t, and that M is continuous and injective. Taking the limit in the update gives

t = t − M R(t),

hence M R(t) = 0 and, by injectivity, R(t) = 0. If g acts continuously and gt₀ = t₀, then

gt = lim gtₙ = lim tₙ = t.

The limit is a solution with all the symmetries of the guess, and possibly more. A solution that lacks a symmetry can be the limit of this iteration only if the guess lacked it too.

Newton's method replaces M by the inverse of the Jacobian J of R at the current point t, and J need not commute with all of G. Let gt = t and let g act linearly and continuously. Differentiating R(gs) = g R(s) at s = t in the direction v gives

J(gv) = g J(v).

The Newton correction w solves J w = R(t). Therefore

J(gw) = g J(w) = g R(t) = R(gt) = R(t) = J(w),

and if J is injective, gw = w. The new point t − w is again fixed by g.

## A preconditioner that treats equivalent amplitudes differently

Let G exchange the two components of ℝ², and take

R(t) = t − (1, 1), M(x, y) = (x, y/2), t₀ = (0, 0).

The residual commutes with the exchange and the start is invariant, but the first iterate is t₁ = (1, 1/2), which is not. Here M violates even the weaker requirement that invariant vectors be sent to invariant vectors, and that requirement would already be enough for the first claim.

## One amplitude cycle for a closed-shell molecule

Consider coupled cluster with singles and doubles in spin orbitals, on a restricted Hartree–Fock determinant with canonical orbitals. Write i, j for occupied and a, b for virtual spin orbitals, and ε for orbital energies. One cycle, without convergence acceleration, evaluates the residuals and updates

tᵢᵃ ← tᵢᵃ − Rᵢᵃ/(εₐ − εᵢ),

with the denominator εₐ + ε_b − εᵢ − εⱼ for the doubles. The spin flip exchanges α and β amplitudes. Since both spins have the same orbital energies, the division commutes with the flip. Starting from zero amplitudes, the α and β singles stay equal in every cycle, apart from rounding. In exact arithmetic, this iteration can converge to a solution with unequal α and β singles only from an unsymmetric guess; if it reaches such a solution, the flipped amplitudes form a second solution of the same energy.

## The Lean development

```lean
import Mathlib

open Filter Topology MulAction

namespace CoupledClusterSymmetryBreaking

noncomputable section
```

The symmetry condition on R and the one on M have the same form, so one definition serves both.

```lean
/-- A map `F` of amplitudes commutes with the action of the group `G`: `F (g t) = g F t`. -/
def Equivariant (G : Type*) {V : Type*} [SMul G V] (F : V → V) : Prop :=
  ∀ (g : G) (t : V), F (g • t) = g • F t
```

`Equivariant G F` says that F(gt) = g F(t) for all g and t, with the action written `g • t`.

```lean
/-- One amplitude update `t ↦ t - M R(t)` with residual `R` and linear preconditioner `M`. -/
def amplitudeStep {V : Type*} [AddCommGroup V] [Module ℝ V]
    (M : V →ₗ[ℝ] V) (R : V → V) (t : V) : V :=
  t - M (R t)
```

`amplitudeStep M R` is the update. The type `V →ₗ[ℝ] V` makes M real-linear, while `R` is an arbitrary function, so no polynomial form of the residual is used.

```lean
section Algebra

variable {G V : Type*} [Group G] [AddCommGroup V] [Module ℝ V] [DistribMulAction G V]
  {M : V →ₗ[ℝ] V} {R : V → V}

/-- If the residual and the preconditioner commute with the group, so does the update. -/
theorem amplitudeStep_equivariant (hR : Equivariant G R) (hM : Equivariant G (⇑M)) :
    Equivariant G (amplitudeStep M R) := by
  intro g t
  simp only [amplitudeStep]
  rw [hR g t, hM g (R t), smul_sub]
```

The amplitude space `V` is a real vector space of any dimension. `DistribMulAction G V` says that G acts by additive maps, which gives g(s − t) = gs − gt and g0 = 0; in particular, zero amplitudes are always an invariant start. The proof is the one-line computation above: `hR` moves g out of the residual, `hM` moves it out of the preconditioner, and `smul_sub` expands g(t − M R(t)) on the other side, so that the two sides agree.

```lean
/-- If the residual and the preconditioner commute with the group, every iterate keeps each
single symmetry `g` of the starting guess. -/
theorem iterate_keeps_symmetry (hR : Equivariant G R) (hM : Equivariant G (⇑M))
    {g : G} {t₀ : V} (hg : g • t₀ = t₀) (n : ℕ) :
    g • (amplitudeStep M R)^[n] t₀ = (amplitudeStep M R)^[n] t₀ := by
  induction n with
  | zero => exact hg
  | succ n ih =>
    rw [Function.iterate_succ_apply',
      ← amplitudeStep_equivariant hR hM g ((amplitudeStep M R)^[n] t₀), ih]
```

The expression `(amplitudeStep M R)^[n] t₀` is tₙ. The hypothesis `hg` concerns a single g, which is how partial symmetry of the guess is handled. In the induction step, `Function.iterate_succ_apply'` exposes the last update, the previous theorem is used from right to left to move g inside it, and the induction hypothesis `ih` removes g there.

```lean
/-- Let a finite group commute with residual and preconditioner and leave the energy unchanged.
Iterates from an invariant start stay invariant, and the images of a solution `t` under the group
are solutions of equal energy, in number the order of the group divided by that of the
stabilizer of `t`. -/
theorem invariant_iterates_and_degenerate_solutions [Finite G] {E : V → ℝ}
    (hR : Equivariant G R) (hM : Equivariant G (⇑M)) (hE : ∀ (g : G) (t : V), E (g • t) = E t) :
    (∀ t₀ : V, (∀ g : G, g • t₀ = t₀) → ∀ (n : ℕ) (g : G),
      g • (amplitudeStep M R)^[n] t₀ = (amplitudeStep M R)^[n] t₀) ∧
    (∀ t : V, R t = 0 →
      (∀ s ∈ orbit G t, R s = 0 ∧ E s = E t) ∧
      (Nat.card (orbit G t) : ℚ) = (Nat.card G : ℚ) / (Nat.card (stabilizer G t) : ℚ)) := by
  refine ⟨fun t₀ h n g => iterate_keeps_symmetry hR hM (h g) n, fun t ht => ⟨?_, ?_⟩⟩
  · rintro s ⟨g, rfl⟩
    refine ⟨?_, hE g t⟩
    change R (g • t) = 0
    rw [hR g t, ht, smul_zero]
  · -- orbit-stabilizer: the group is in bijection with orbit times stabilizer
    have hcard : Nat.card (orbit G t) * Nat.card (stabilizer G t) = Nat.card G := by
      rw [← Nat.card_prod]
      exact Nat.card_congr (orbitProdStabilizerEquivGroup G t)
    have hpos : (Nat.card (stabilizer G t) : ℚ) ≠ 0 :=
      Nat.cast_ne_zero.mpr Nat.card_pos.ne'
    rw [eq_div_iff hpos]
    exact_mod_cast hcard

end Algebra
```

This theorem combines the two claims for a finite group. Its first part takes a start fixed by every g and concludes that every iterate is fixed by every g. Its second part takes any t with `R t = 0`. Each s in `orbit G t`, the set of images of t, satisfies `R s = 0` and `E s = E t`, and the number of elements of the orbit is the order of G divided by that of `stabilizer G t`. The division takes place in ℚ, so the statement itself shows that the quotient is exact; division of natural numbers in Lean rounds down, and one would have to add that the order of the stabilizer divides that of G. The energy is any real function with the stated invariance and need not be related to `R`.

In the proof, the first part is the preceding theorem applied to each g. For the second, a point of the orbit is written as gt, and `hR`, `ht` and `smul_zero` give the vanishing residual. The coset count is supplied by `orbitProdStabilizerEquivGroup`, a bijection between pairs (image, stabilizer element) and G. It yields the product formula `hcard`, which `eq_div_iff` turns into the quotient.

```lean
section Analysis

variable {G W : Type*} [Group G] [NormedAddCommGroup W] [NormedSpace ℝ W]
  [DistribMulAction G W] [ContinuousConstSMul G W] {R : W → W}

/-- Let residual and preconditioner commute with a continuous group action, the preconditioner be
continuous and injective, and the iteration converge to a point where the residual is continuous.
Then the limit is a solution and has every symmetry of the starting guess. -/
theorem limit_is_solution_with_symmetry {M : W →ₗ[ℝ] W} (hR : Equivariant G R)
    (hM : Equivariant G (⇑M)) (hMc : Continuous M) (hMi : Function.Injective M) {t₀ t : W}
    (hRc : ContinuousAt R t)
    (hlim : Tendsto (fun n => (amplitudeStep M R)^[n] t₀) atTop (𝓝 t)) :
    R t = 0 ∧ stabilizer G t₀ ≤ stabilizer G t := by
  constructor
  · -- the limit is a fixed point of the update, so the preconditioned residual vanishes
    have hc : ContinuousAt (fun s => s - M (R s)) t :=
      continuousAt_id.sub (hMc.continuousAt.comp hRc)
    have hfix : t - M (R t) = t := isFixedPt_of_tendsto_iterate hlim hc
    have hzero : M (R t) = 0 := sub_eq_self.mp hfix
    exact hMi (by rw [hzero, map_zero])
  · intro g hg
    have hg' : g • t₀ = t₀ := mem_stabilizer_iff.mp hg
    exact mem_stabilizer_iff.mpr (tendsto_nhds_unique (hlim.const_smul g)
      (hlim.congr fun n => (iterate_keeps_symmetry hR hM hg' n).symm))
```

The space `W` now carries a norm, and `ContinuousConstSMul G W` says that each g acts continuously. The group may be infinite. Convergence is the hypothesis `hlim`; nothing here guarantees it for a given molecule or guess. In finite dimension the continuity of M is automatic. The conclusion `stabilizer G t₀ ≤ stabilizer G t` is an inclusion of subgroups: every symmetry of the guess is one of the limit.

The proof first shows that the update is continuous at t, so that `isFixedPt_of_tendsto_iterate` makes t a fixed point. Then `sub_eq_self` extracts M R(t) = 0, and injectivity finishes the first half. For the second half, the sequences gtₙ and tₙ are equal term by term, and `tendsto_nhds_unique` identifies their limits.

```lean
variable [SMulCommClass G ℝ W]

/-- For a residual that commutes with a continuous linear group action, the Jacobian at `t`
commutes with every symmetry `g` of `t`. -/
theorem jacobian_commutes {J : W →L[ℝ] W} {t : W} (hR : Equivariant G R)
    (hJ : HasFDerivAt R J t) {g : G} (hg : g • t = t) (v : W) :
    J (g • v) = g • J v := by
  let L : W →L[ℝ] W :=
    ⟨{ toFun := fun v => g • v
       map_add' := smul_add g
       map_smul' := fun c v => smul_comm g c v }, continuous_const_smul g⟩
  -- differentiate both sides of `R (g s) = g R s` at `s = t`
  have h1 : HasFDerivAt (fun s => R (g • s)) (J.comp L) t := by
    have hJ' : HasFDerivAt R J (L t) := by
      rw [show L t = t from hg]
      exact hJ
    exact hJ'.comp t L.hasFDerivAt
  have h2 : HasFDerivAt (fun s => R (g • s)) (L.comp J) t := by
    have e : (fun s => R (g • s)) = L ∘ R := funext fun s => hR g s
    rw [e]
    exact L.hasFDerivAt.comp t hJ
  exact congrArg (fun A : W →L[ℝ] W => A v) (h1.unique h2)
```

`SMulCommClass G ℝ W` says that the action commutes with real scalars, so each g is a linear map. `HasFDerivAt R J t` says that J is the derivative of R at t. The proof packages the action of g as a continuous linear map `L` and computes the first derivative of s ↦ R(gs) in two ways by the chain rule. The direct way gives J composed with L, where gt = t ensures that the derivative is taken at the right point. Rewriting the function as g R(s) first gives L composed with J. Derivatives are unique, so the two agree.

```lean
/-- For a residual that commutes with a continuous linear group action, a Newton step `t ↦ t - w`,
where `J w = R t` with injective Jacobian `J` at `t`, keeps every symmetry of `t`. -/
theorem newton_step_keeps_symmetry {J : W →L[ℝ] W} {t w : W} (hR : Equivariant G R)
    (hJ : HasFDerivAt R J t) (hJi : Function.Injective J) (hw : J w = R t)
    {g : G} (hg : g • t = t) : g • (t - w) = t - w := by
  -- `g w` solves the same Newton equation as `w`
  have hgw : g • w = w :=
    hJi (by rw [jacobian_commutes hR hJ hg w, hw, ← hR g t, hg])
  rw [smul_sub, hg, hgw]

end Analysis
```

The correction w is any vector with `J w = R t`; that one exists is assumed. The line `hgw` is the chain of equalities for J(gw) given earlier, followed by injectivity.

```lean
/-- The residual `t³ - t` of a model with a single amplitude. -/
def wellResidual (t : ℝ) : ℝ := t ^ 3 - t

/-- The double-well energy `t⁴/4 - t²/2` of a model with a single amplitude. -/
def wellEnergy (t : ℝ) : ℝ := t ^ 4 / 4 - t ^ 2 / 2
```

These two functions describe a model with one amplitude and a broken solution. The residual is the derivative of the energy, which is a feature of this model and not of the coupled-cluster equations in general.

```lean
/-- The sign group `{1, -1}` acting on one real amplitude commutes with the residual `t³ - t` and
with every linear preconditioner, and preserves the double-well energy. The amplitude `1` is a
solution, and its images under the group are `1` and `-1`. -/
theorem doubleWell_witness :
    Equivariant ℤˣ wellResidual ∧ (∀ M : ℝ →ₗ[ℝ] ℝ, Equivariant ℤˣ (⇑M)) ∧
    (∀ (u : ℤˣ) (t : ℝ), wellEnergy (u • t) = wellEnergy t) ∧
    wellResidual 1 = 0 ∧ orbit ℤˣ (1 : ℝ) = {1, -1} := by
  have hneg : ∀ x : ℝ, (-1 : ℤˣ) • x = -x := fun x => by simp [Units.smul_def]
  refine ⟨?_, ?_, ?_, by norm_num [wellResidual], ?_⟩
  · intro u t
    rcases Int.units_eq_one_or u with rfl | rfl
    · simp only [one_smul]
    · simp only [hneg, wellResidual]
      ring
  · intro M u t
    rcases Int.units_eq_one_or u with rfl | rfl
    · simp only [one_smul]
    · simp only [hneg, map_neg]
  · intro u t
    rcases Int.units_eq_one_or u with rfl | rfl
    · simp only [one_smul]
    · simp only [hneg, wellEnergy]
      ring
  · ext x
    constructor
    · rintro ⟨u, rfl⟩
      rcases Int.units_eq_one_or u with rfl | rfl
      · exact Or.inl (one_smul _ _)
      · exact Or.inr (hneg 1)
    · rintro (rfl | rfl)
      · exact ⟨1, one_smul _ _⟩
      · exact ⟨-1, hneg 1⟩

end

end CoupledClusterSymmetryBreaking
```

The group `ℤˣ` consists of 1 and −1 and acts on ℝ by sign. The theorem confirms the symmetry conditions for residual, energy and every linear preconditioner, and it finds the orbit of the solution 1 to be {1, −1}. Only the identity fixes 1, so the count is 2/1 = 2, and both solutions have energy −1/4. The point 0 is also a solution, with energy 0; it is the only invariant point, and an iteration started there never leaves it. The proof treats the two group elements separately: the identity changes nothing, and for −1 the claims follow from the parity of the polynomials.

```lean
#print axioms CoupledClusterSymmetryBreaking.invariant_iterates_and_degenerate_solutions
-- 'CoupledClusterSymmetryBreaking.invariant_iterates_and_degenerate_solutions' depends on axioms: [propext, Classical.choice, Quot.sound]
#print axioms CoupledClusterSymmetryBreaking.limit_is_solution_with_symmetry
-- 'CoupledClusterSymmetryBreaking.limit_is_solution_with_symmetry' depends on axioms: [propext, Classical.choice, Quot.sound]
#print axioms CoupledClusterSymmetryBreaking.newton_step_keeps_symmetry
-- 'CoupledClusterSymmetryBreaking.newton_step_keeps_symmetry' depends on axioms: [propext, Classical.choice, Quot.sound]
```
